# Eigenvalue bounds for the coupling $S\cdot L$ of a spin 1/2 to an angular momentum

Take two spins 1/2, $S$ and $L$, with $\hbar = 1$ and coupling operator $X = S\cdot L$. The singlet has $X = -3/4$ and a triplet state has $X = 1/4$. These are the roots of $x^2 + x/2 = 3/16$, and $3/16$ is $L^2/4$, since $L^2 = L\cdot L = 3/4$. The same quadratic relation holds for any angular momentum $L$ commuting with $S$, and an upper bound $L^2 \le l(l+1)$, with $l \ge 0$ a real number, then confines the spectrum of $X$ to $[-(l+1)/2,\ l/2]$. For a finite Heisenberg star, one spin 1/2 coupled with equal exchange constant $K>0$ to neighbours of total spin $L$, the Hamiltonian is $KX$ and the lower end bounds its energy from below by $-K(l+1)/2$, a local estimate of the kind that cluster lower bounds add up over a lattice.

## Operators

Operators are complex square matrices indexed by a finite type `n`, so the state space is finite-dimensional. With `ComplexOrder` open, $0 \le z$ for complex $z$ means that $z$ is real and non-negative.

```lean
import Mathlib

open Matrix Complex
open scoped ComplexOrder Kronecker

namespace SpinHalfCoupling

noncomputable section

variable {n : Type*} [Fintype n] [DecidableEq n]
```

A vector operator is a map from `Fin 3`, with components $0,1,2$ standing for $x,y,z$. An angular momentum $J_a$ has Hermitian components with $[J_0,J_1] = iJ_2$ and cyclic permutations. It may be reducible, as the total spin of several sites is.

```lean
/-- A Hermitian su(2) triple: `[J₀, J₁] = i J₂` and cyclic permutations. -/
structure IsSu2 (J : Fin 3 → Matrix n n ℂ) : Prop where
  herm : ∀ a, (J a).IsHermitian
  c01 : J 0 * J 1 - J 1 * J 0 = I • J 2
  c12 : J 1 * J 2 - J 2 * J 1 = I • J 0
  c20 : J 2 * J 0 - J 0 * J 2 = I • J 1
```

A spin 1/2 satisfies in addition $S_a^2 = \tfrac14$ on the whole space, where a number stands for that multiple of the identity.

```lean
/-- A spin 1/2: an su(2) triple each of whose components squares to 1/4. -/
structure IsSpinHalf (S : Fin 3 → Matrix n n ℂ) : Prop where
  su2 : IsSu2 S
  sq : ∀ a, S a * S a = (1 / 4 : ℂ) • (1 : Matrix n n ℂ)
```

The scalar product is $A\cdot B = \sum_a A_aB_a$, so $X$ is `dot S L` and $L^2$ is `dot L L`.

```lean
/-- The scalar product `A · B = ∑ₐ Aₐ Bₐ` of two vector operators. -/
def dot (A B : Fin 3 → Matrix n n ℂ) : Matrix n n ℂ := ∑ a, A a * B a
```

## The quadratic identity

Let matrices $A,B,C$ obey $[A,B] = iC$, $[B,C] = iA$ and $B^2 = \tfrac14$. Substituting $iA = BC - CB$,
$$i(AB+BA) = (BC-CB)B + B(BC-CB) = B^2C - CB^2 = 0 .$$
Half the sum and half the difference of $AB+BA = 0$ and $AB-BA = iC$ give $AB = \tfrac i2 C$ and $BA = -\tfrac i2 C$.

```lean
/-- If `[A, B] = i C`, `[B, C] = i A` and `B² = 1/4`, then `A B = (i/2) C` and
`B A = -(i/2) C`. -/
theorem half_mul {A B C : Matrix n n ℂ} (h1 : A * B - B * A = I • C)
    (h2 : B * C - C * B = I • A) (hB : B * B = (1 / 4 : ℂ) • (1 : Matrix n n ℂ)) :
    A * B = (I / 2) • C ∧ B * A = (-(I / 2)) • C := by
  -- i {A, B} = [B², C] = 0
  have h3 : I • (A * B + B * A) = 0 := by
    calc I • (A * B + B * A) = (I • A) * B + B * (I • A) := by
          rw [smul_add, smul_mul_assoc, mul_smul_comm]
      _ = (B * B) * C - C * (B * B) := by rw [← h2]; noncomm_ring
      _ = 0 := by rw [hB]; simp
  have h4 : A * B + B * A = 0 := (smul_eq_zero.mp h3).resolve_left I_ne_zero
  constructor
  · linear_combination (norm := module) (1 / 2 : ℂ) • h1 + (1 / 2 : ℂ) • h4
  · linear_combination (norm := module) (-1 / 2 : ℂ) • h1 + (1 / 2 : ℂ) • h4
```

The `calc` block is the displayed line, `h4` cancels the factor $i$, and the two `linear_combination` calls are the half sum and half difference.

Now let every $S_a$ commute with every $L_b$, as for operators on different sites. Then $X^2 = \sum_{a,b} S_aS_b\,L_aL_b$. The terms with $a=b$ give $\tfrac14\sum_a L_a^2 = L^2/4$. The terms $(0,1)$ and $(1,0)$ combine, by $S_0S_1 = \tfrac i2S_2 = -S_1S_0$, into
$$\tfrac i2 S_2\,[L_0,L_1] = \tfrac i2\cdot i\,S_2L_2 = -\tfrac12 S_2L_2 ,$$
and the two cyclic pairs give $-\tfrac12S_0L_0$ and $-\tfrac12S_1L_1$. Hence
$$X^2 + \tfrac12 X = \tfrac14 L^2 .$$

```lean
/-- For a spin 1/2 `S` commuting with an su(2) triple `L`, the coupling `X = S · L` obeys
`X² + X/2 = L²/4`. -/
theorem dot_sq {S L : Fin 3 → Matrix n n ℂ} (hS : IsSpinHalf S) (hL : IsSu2 L)
    (hc : ∀ a b, Commute (S a) (L b)) :
    dot S L * dot S L + (1 / 2 : ℂ) • dot S L = (1 / 4 : ℂ) • dot L L := by
  have key : ∀ a b, S a * L a * (S b * L b) = S a * S b * (L a * L b) :=
    fun a b => (hc b a).symm.mul_mul_mul_comm (S a) (L b)
  obtain ⟨p01, p10⟩ := half_mul hS.su2.c01 hS.su2.c12 (hS.sq 1)
  obtain ⟨p12, p21⟩ := half_mul hS.su2.c12 hS.su2.c20 (hS.sq 2)
  obtain ⟨p20, p02⟩ := half_mul hS.su2.c20 hS.su2.c01 (hS.sq 0)
  -- the off-diagonal terms pair up into commutators of L
  have e : ∀ T A B C : Matrix n n ℂ, A * B - B * A = I • C →
      (I / 2) • (T * (A * B)) - (I / 2) • (T * (B * A)) = (-1 / 2 : ℂ) • (T * C) := by
    intro T A B C h
    have hI : I / 2 * I = -1 / 2 := by linear_combination (1 / 2 : ℂ) * I_mul_I
    rw [← smul_sub, ← mul_sub, h, mul_smul_comm, smul_smul, hI]
  have e0 := e (S 0) _ _ _ hL.c12
  have e1 := e (S 1) _ _ _ hL.c20
  have e2 := e (S 2) _ _ _ hL.c01
  simp only [dot, Fin.sum_univ_three, add_mul, mul_add, key, hS.sq, p01, p10, p12, p21, p20,
    p02, smul_mul_assoc, one_mul]
  linear_combination (norm := module) e0 + e1 + e2
```

Here `key` reorders the product, the three uses of `half_mul` supply the six products $S_aS_b$ with $a \ne b$, and `e0`, `e1`, `e2` are the three pairings. After `simp only` expands the nine terms, their sum closes the goal.

## Operator bounds

$X$ is Hermitian, because $(S_aL_a)^\dagger = L_aS_a = S_aL_a$. Only matching components need to commute.

```lean
omit [DecidableEq n] in
/-- The scalar product of two Hermitian vector operators whose matching components commute
is Hermitian. -/
theorem dot_isHermitian {S L : Fin 3 → Matrix n n ℂ} (hS : ∀ a, (S a).IsHermitian)
    (hL : ∀ a, (L a).IsHermitian) (hc : ∀ a, Commute (S a) (L a)) :
    (dot S L).IsHermitian := by
  show (dot S L)ᴴ = dot S L
  rw [dot, conjTranspose_sum]
  refine Finset.sum_congr rfl fun a _ => ?_
  rw [conjTranspose_mul, (hS a).eq, (hL a).eq, (hc a).eq]
```

Suppose $A$ is Hermitian, $P$ is positive semidefinite, and $cA = A^2 + P/4$ for a real $c>0$. Then $A^2 = A^\dagger A \ge 0$ (`h1`), so $cA \ge 0$ (`h2`), and multiplying by $1/c$ gives $A \ge 0$ (`h3`). Mathlib's `PosSemidef` means Hermitian with $v^\dagger A v \ge 0$ for every vector $v$.

```lean
omit [DecidableEq n] in
/-- A Hermitian `A` with `c A = A² + P/4`, `c > 0` and `P` positive semidefinite is positive
semidefinite. -/
theorem posSemidef_of_sq {A P : Matrix n n ℂ} (hA : A.IsHermitian) (hP : P.PosSemidef)
    {c : ℝ} (hc : 0 < c) (h : (c : ℂ) • A = A * A + ((1 / 4 : ℝ) : ℂ) • P) :
    A.PosSemidef := by
  have h1 : (A * A).PosSemidef := by
    have := posSemidef_conjTranspose_mul_self A
    rwa [hA.eq] at this
  have h2 : ((c : ℂ) • A).PosSemidef := by
    rw [h]
    exact h1.add (hP.smul (Complex.zero_le_real.mpr (by norm_num)))
  have h3 := h2.smul (Complex.zero_le_real.mpr (inv_pos.mpr hc).le)
  rwa [smul_smul, ← Complex.ofReal_mul, inv_mul_cancel₀ hc.ne', Complex.ofReal_one,
    one_smul] at h3
```

Assume $P = l(l+1) - L^2 \ge 0$ and set $A = X + \tfrac{l+1}{2}$, $B = \tfrac l2 - X$. Replacing $X^2$ by $L^2/4 - X/2$,
$$A^2 + \tfrac P4 = \left(l+\tfrac12\right)X + \tfrac{(l+1)^2 + l(l+1)}{4} = \left(l+\tfrac12\right)A,$$
$$B^2 + \tfrac P4 = -\left(l+\tfrac12\right)X + \tfrac{l^2 + l(l+1)}{4} = \left(l+\tfrac12\right)B .$$
Since $l + \tfrac12 > 0$, both $A$ and $B$ are positive semidefinite, which says $-\tfrac{l+1}{2} \le X \le \tfrac l2$ as operators and so bounds the expectation value of $X$ in every normalised state.

```lean
/-- Operator bounds for a spin 1/2 `S` commuting with an su(2) triple `L`: if `l ≥ 0` and `l(l+1) - L²` is positive semidefinite, then so are
`S · L + (l+1)/2` and `l/2 - S · L`. -/
theorem dot_operator_bounds {S L : Fin 3 → Matrix n n ℂ} (hS : IsSpinHalf S) (hL : IsSu2 L)
    (hc : ∀ a b, Commute (S a) (L b)) {l : ℝ} (hl : 0 ≤ l)
    (hP : (((l * (l + 1) : ℝ) : ℂ) • (1 : Matrix n n ℂ) - dot L L).PosSemidef) :
    (dot S L + (((l + 1) / 2 : ℝ) : ℂ) • (1 : Matrix n n ℂ)).PosSemidef ∧
      (((l / 2 : ℝ) : ℂ) • (1 : Matrix n n ℂ) - dot S L).PosSemidef := by
  have hX := dot_isHermitian hS.su2.herm hL.herm fun a => hc a a
  have hsq := dot_sq hS hL hc
  have hr : ∀ r : ℝ, ((r : ℂ) • (1 : Matrix n n ℂ)).IsHermitian := fun r => by
    simp [IsHermitian, conjTranspose_smul]
  have hpos : 0 < l + 1 / 2 := by linarith
  -- both operators A satisfy (l + 1/2) A = A² + (l(l+1) - L²)/4
  refine ⟨posSemidef_of_sq (hX.add (hr _)) hP hpos ?_,
    posSemidef_of_sq ((hr _).sub hX) hP hpos ?_⟩
  all_goals
    simp only [mul_add, add_mul, mul_sub, sub_mul, smul_mul_assoc, mul_smul_comm, one_mul,
      mul_one]
    push_cast
    linear_combination (norm := module) (-1 : ℂ) • hsq
```

The proof applies `posSemidef_of_sq` twice with $c = l + \tfrac12$, and each displayed identity, once expanded, is $-1$ times `hsq`. The number $l$ is any non-negative real and need not be a half-integer. The bound `hP` is an assumption: its value of $l$ for a given cluster is supplied from outside, and no sum over clusters of a lattice is formed.

## Eigenvalues

If $A \ge 0$ and $Av = cv$ with $v \ne 0$ and $c$ complex, then $c\,d = v^\dagger A v \ge 0$ with $d = v^\dagger v > 0$. As $d$ is real, the imaginary part reads $(\operatorname{Im}c)\,d = 0$ and the real part $(\operatorname{Re}c)\,d \ge 0$, so $c$ is real and non-negative.

```lean
omit [DecidableEq n] in
/-- An eigenvalue of a positive semidefinite matrix is real and non-negative. -/
theorem eigenvalue_nonneg {A : Matrix n n ℂ} (hA : A.PosSemidef) {c : ℂ} {v : n → ℂ}
    (hv0 : v ≠ 0) (hv : A *ᵥ v = c • v) : c.im = 0 ∧ 0 ≤ c.re := by
  have h := hA.dotProduct_mulVec_nonneg v
  rw [hv, dotProduct_smul, smul_eq_mul] at h
  have hd : 0 < star v ⬝ᵥ v := lt_of_le_of_ne (dotProduct_star_self_nonneg v)
    (Ne.symm (mt dotProduct_star_self_eq_zero.mp hv0))
  generalize star v ⬝ᵥ v = d at h hd
  obtain ⟨h1, h2⟩ := Complex.le_def.mp h
  obtain ⟨d1, d2⟩ := Complex.lt_def.mp hd
  simp only [Complex.zero_re, Complex.zero_im, Complex.mul_re, Complex.mul_im] at h1 h2 d1 d2
  rw [← d2] at h1 h2
  have h3 : c.im * d.re = 0 := by linarith
  exact ⟨(mul_eq_zero.mp h3).resolve_right d1.ne',
    le_of_mul_le_mul_right (by linarith : 0 * d.re ≤ c.re * d.re) d1⟩
```

Let $Xv = \mu v$ with $v \neq 0$. Then $v$ is an eigenvector of $X + \tfrac{l+1}{2}$ with eigenvalue $\mu + \tfrac{l+1}{2}$ and of $\tfrac l2 - X$ with eigenvalue $\tfrac l2 - \mu$, and both numbers are real and non-negative. The main theorem reads: for a spin 1/2 `S` (`hS`), an angular momentum `L` (`hL`) commuting with it in all components (`hc`), and real $l\ge0$ (`hl`) with $l(l+1) - L^2 \ge 0$ (`hP`), every complex eigenvalue $\mu$ of $X$ has zero imaginary part and real part in the closed interval $[-(l+1)/2,\ l/2]$.

```lean
/-- If `l ≥ 0` and `l(l+1) - L²` is positive semidefinite, then for a spin 1/2 `S`
commuting with the su(2) triple `L` every eigenvalue of `S · L` is
real and lies in `[-(l+1)/2, l/2]`. -/
theorem dot_eigenvalue_mem {S L : Fin 3 → Matrix n n ℂ} (hS : IsSpinHalf S) (hL : IsSu2 L)
    (hc : ∀ a b, Commute (S a) (L b)) {l : ℝ} (hl : 0 ≤ l)
    (hP : (((l * (l + 1) : ℝ) : ℂ) • (1 : Matrix n n ℂ) - dot L L).PosSemidef)
    {μ : ℂ} {v : n → ℂ} (hv0 : v ≠ 0) (hv : dot S L *ᵥ v = μ • v) :
    μ.im = 0 ∧ μ.re ∈ Set.Icc (-(l + 1) / 2) (l / 2) := by
  obtain ⟨hA, hB⟩ := dot_operator_bounds hS hL hc hl hP
  obtain ⟨a1, a2⟩ := eigenvalue_nonneg hA hv0 (c := μ + (((l + 1) / 2 : ℝ) : ℂ))
    (by rw [add_mulVec, hv, smul_mulVec, one_mulVec, add_smul])
  obtain ⟨-, b2⟩ := eigenvalue_nonneg hB hv0 (c := ((l / 2 : ℝ) : ℂ) - μ)
    (by rw [sub_mulVec, hv, smul_mulVec, one_mulVec, sub_smul])
  rw [Complex.add_im, Complex.ofReal_im, add_zero] at a1
  rw [Complex.add_re, Complex.ofReal_re] at a2
  rw [Complex.sub_re, Complex.ofReal_re] at b2
  exact ⟨a1, by linarith, by linarith⟩
```

`a1` is reality, and `a2` and `b2` are the lower and upper bounds.

If moreover $L^2v = l(l+1)v$, applying the quadratic identity to $v$ gives
$$\left(\mu^2 + \tfrac\mu2 - \tfrac{l(l+1)}{4}\right)v = \left(\mu - \tfrac l2\right)\left(\mu + \tfrac{l+1}{2}\right)v = 0,$$
so $\mu$ is one of the two ends. This statement takes any real $l$ and no positivity hypothesis; `h0` is the identity on $v$ and `h` its factored form.

```lean
/-- Let `S` be a spin 1/2 commuting with an su(2) triple `L`. On a common eigenvector of `S · L` and `L²` with `L² = l(l+1)`, the eigenvalue of `S · L`
is `l/2` or `-(l+1)/2`. -/
theorem dot_eigenvalue_sharp {S L : Fin 3 → Matrix n n ℂ} (hS : IsSpinHalf S) (hL : IsSu2 L)
    (hc : ∀ a b, Commute (S a) (L b)) {l : ℝ} {μ : ℂ} {v : n → ℂ} (hv0 : v ≠ 0)
    (hL2 : dot L L *ᵥ v = ((l : ℂ) * (l + 1)) • v) (hv : dot S L *ᵥ v = μ • v) :
    μ = l / 2 ∨ μ = -(l + 1) / 2 := by
  have h0 := congrArg (fun M => M *ᵥ v) (dot_sq hS hL hc)
  simp only [add_mulVec, smul_mulVec, ← mulVec_mulVec, hv, mulVec_smul, hL2] at h0
  have h : ((μ - l / 2) * (μ - -(l + 1) / 2)) • v = 0 := by
    linear_combination (norm := module) h0
  exact (mul_eq_zero.mp ((smul_eq_zero.mp h).resolve_right hv0)).imp
    sub_eq_zero.mp sub_eq_zero.mp
```

The theorem leaves open which end occurs, and an end need not belong to the spectrum. In the limiting case $L = 0$, $l = 0$, which is read off directly and was not put through Lean, $X = 0$ sits at the upper end of $[-\tfrac12, 0]$ and the lower end is missed.

## The dimer

For two spins 1/2 both ends are reached. The single-site operators are $\sigma_a/2$, with $\sigma_a$ the Pauli matrices, in a basis where index $0$ is $\uparrow$ and index $1$ is $\downarrow$.

```lean
/-- The Pauli matrices divided by two. -/
def pauli : Fin 3 → Matrix (Fin 2) (Fin 2) ℂ :=
  ![!![0, 1 / 2; 1 / 2, 0], !![0, -I / 2; I / 2, 0], !![1 / 2, 0; 0, -1 / 2]]
```

Their Hermiticity, commutators and squares are checked entry by entry.

```lean
/-- The halved Pauli matrices form a spin 1/2. -/
theorem pauli_witness : IsSpinHalf pauli := by
  refine ⟨⟨fun a => ?_, ?_, ?_, ?_⟩, fun a => ?_⟩
  · unfold IsHermitian
    fin_cases a <;> ext i j <;> fin_cases i <;> fin_cases j <;>
      simp [pauli, conjTranspose_apply]
  all_goals
    try fin_cases a
    all_goals
      ext i j
      fin_cases i <;> fin_cases j <;>
        simp [pauli, Matrix.mul_apply, Fin.sum_univ_two, Complex.ext_iff] <;>
        norm_num
```

On the four-dimensional space indexed by pairs, $S_a = \tfrac12\sigma_a\otimes 1$ acts on the first site,

```lean
/-- The spin on the first site of a dimer. -/
def spinA (a : Fin 3) : Matrix (Fin 2 × Fin 2) (Fin 2 × Fin 2) ℂ :=
  pauli a ⊗ₖ (1 : Matrix (Fin 2) (Fin 2) ℂ)
```

and $L_a = 1\otimes\tfrac12\sigma_a$ on the second.

```lean
/-- The spin on the second site of a dimer. -/
def spinB (a : Fin 3) : Matrix (Fin 2 × Fin 2) (Fin 2 × Fin 2) ℂ :=
  (1 : Matrix (Fin 2) (Fin 2) ℂ) ⊗ₖ pauli a
```

The vector `singlet` has component $+1$ at $(0,1)$ and $-1$ at $(1,0)$. Its squared norm is $2$; the normalised state $(|{\uparrow\downarrow}\rangle - |{\downarrow\uparrow}\rangle)/\sqrt2$ has the same eigenvalue.

```lean
/-- The dimer state `↑↓ - ↓↑`. -/
def singlet : Fin 2 × Fin 2 → ℂ := fun p => !![0, 1; -1, 0] p.1 p.2
```

The vector `upUp` is $|{\uparrow\uparrow}\rangle$, of norm one.

```lean
/-- The dimer state `↑↑`. -/
def upUp : Fin 2 × Fin 2 → ℂ := fun p => !![1, 0; 0, 0] p.1 p.2
```

The mixed-product rule for tensor products gives $X = \tfrac14\sum_a\sigma_a\otimes\sigma_a$ (`hX`) and $L^2 = \tfrac34 = l(l+1)$ at $l = \tfrac12$ (`hB`), so $P = 0$. The same rule carries the algebra of `pauli_witness` to each site and makes the two sites commute. On $|{\uparrow\uparrow}\rangle$ the components $a = 0,1$ contribute $\tfrac14|{\downarrow\downarrow}\rangle$ and $-\tfrac14|{\downarrow\downarrow}\rangle$ and cancel, leaving $\tfrac14$ from $a=2$. On the singlet each of the three components gives $-\tfrac14$, in total $-\tfrac34$. The last block verifies these two equations component by component. The interval at $l = \tfrac12$ is $[-\tfrac34,\tfrac14]$, so at this value of $l$ neither bound can be tightened.

```lean
/-- The two spins of a dimer meet the hypotheses with `l = 1/2`, and `S · L` takes the values
`-3/4` on `↑↓ - ↓↑` and `1/4` on `↑↑`. -/
theorem dimer_witness : IsSpinHalf spinA ∧ IsSu2 spinB ∧ (∀ a b, Commute (spinA a) (spinB b)) ∧
    (((1 / 2 * (1 / 2 + 1) : ℝ) : ℂ) • 1 - dot spinB spinB).PosSemidef ∧
    singlet ≠ 0 ∧ dot spinA spinB *ᵥ singlet = (-3 / 4 : ℂ) • singlet ∧
    upUp ≠ 0 ∧ dot spinA spinB *ᵥ upUp = (1 / 4 : ℂ) • upUp := by
  obtain ⟨⟨hh, c1, c2, c3⟩, hs⟩ := pauli_witness
  have hX : dot spinA spinB = ∑ a, pauli a ⊗ₖ pauli a := by
    simp only [dot, spinA, spinB, ← mul_kronecker_mul, one_mul, mul_one]
  have hB : dot spinB spinB = ((1 / 2 * (1 / 2 + 1) : ℝ) : ℂ) • 1 := by
    simp only [dot, spinB, ← mul_kronecker_mul, one_mul, hs, kronecker_smul, one_kronecker_one,
      Fin.sum_univ_three]
    push_cast
    module
  refine ⟨⟨⟨fun a => ?_, ?_, ?_, ?_⟩, fun a => ?_⟩, ⟨fun a => ?_, ?_, ?_, ?_⟩, fun a b => ?_,
    ?_, fun h => by simpa [singlet] using congrFun h (0, 1), ?_,
    fun h => by simpa [upUp] using congrFun h (0, 0), ?_⟩
  · simp only [IsHermitian, spinA, conjTranspose_kronecker, (hh a).eq, conjTranspose_one]
  iterate 3
    simp only [spinA, ← mul_kronecker_mul, one_mul, eq_add_of_sub_eq c1, eq_add_of_sub_eq c2,
      eq_add_of_sub_eq c3, add_kronecker, smul_kronecker, add_sub_cancel_right]
  · simp only [spinA, ← mul_kronecker_mul, one_mul, hs, smul_kronecker, one_kronecker_one]
  · simp only [IsHermitian, spinB, conjTranspose_kronecker, (hh a).eq, conjTranspose_one]
  iterate 3
    simp only [spinB, ← mul_kronecker_mul, one_mul, eq_add_of_sub_eq c1, eq_add_of_sub_eq c2,
      eq_add_of_sub_eq c3, kronecker_add, kronecker_smul, add_sub_cancel_right]
  · show spinA a * spinB b = spinB b * spinA a
    simp only [spinA, spinB, ← mul_kronecker_mul, one_mul, mul_one]
  · rw [hB, sub_self]
    exact PosSemidef.zero
  all_goals
    rw [hX, Fin.sum_univ_three]
    ext ⟨i, j⟩
    fin_cases i <;> fin_cases j <;>
      simp [pauli, singlet, upUp, mulVec, dotProduct, Fintype.sum_prod_type, Fin.sum_univ_two,
        Complex.ext_iff] <;> norm_num

end

end SpinHalfCoupling
```

```lean
#print axioms SpinHalfCoupling.dot_eigenvalue_mem
#print axioms SpinHalfCoupling.dot_eigenvalue_sharp
```

```
'SpinHalfCoupling.dot_eigenvalue_mem' depends on axioms: [propext, Classical.choice, Quot.sound]
'SpinHalfCoupling.dot_eigenvalue_sharp' depends on axioms: [propext, Classical.choice, Quot.sound]
```
